# Angle and angular momentum on a ring: a counter-example to $\sigma(\varphi)\sigma(L)\ge 1/2$ and a bound with a boundary term

A particle on a ring has an angle $\varphi\in[0,2\pi]$ and an angular momentum $L=-i\,d/d\varphi$, with $\hbar=1$. The formal commutator $[\varphi,L]=i$ suggests the Robertson bound $\sigma(\varphi)\sigma(L)\ge 1/2$ for the standard deviations. Yet the spread of the angle is bounded, while that of $L$ vanishes in an eigenstate. The same question concerns position and momentum in a periodic cell, here for one particle in one dimension in a pure state.

## Definitions

```lean
import Mathlib

open Complex (I)
open scoped Real ComplexConjugate

namespace AngleAngularMomentum

noncomputable section
```

Wavefunctions are maps `ℝ → ℂ`, with $\langle f,g\rangle=\int_0^{2\pi}\bar f g\,d\varphi$, antilinear in $f$. All integrals below run over $[0,2\pi]$.

```lean
/-- The scalar product `⟨f, g⟩` of two wavefunctions of the angle on `[0, 2π]`. -/
def braket (f g : ℝ → ℂ) : ℂ := ∫ φ in (0 : ℝ)..(2 * π), conj (f φ) * g φ
```

The operators are `angMom`, which is $L$, and `angle`, multiplication by $\varphi$, which places the cut of the angle at $0\equiv 2\pi$.

```lean
/-- The angular momentum operator `L = -i d/dφ` (with `ħ = 1`). -/
def angMom (f : ℝ → ℂ) (φ : ℝ) : ℂ := -I * deriv f φ

/-- The angle operator, multiplication by `φ`. -/
def angle (f : ℝ → ℂ) (φ : ℝ) : ℂ := (φ : ℂ) * f φ
```

For an operator $A$ and a state $\psi$, the mean is $\langle A\rangle=\operatorname{Re}\langle\psi,A\psi\rangle$, the variance is $\operatorname{Var}A=\int|A\psi-\langle A\rangle\psi|^2$, and $\sigma(A)=\sqrt{\operatorname{Var}A}$.

```lean
/-- The mean value `⟨A⟩ = Re ⟨ψ, A ψ⟩` of an operator in the state `ψ`. -/
def expectation (A : (ℝ → ℂ) → ℝ → ℂ) (ψ : ℝ → ℂ) : ℝ := (braket ψ (A ψ)).re

/-- The variance `∫ |A ψ - ⟨A⟩ ψ|²` over `[0, 2π]` of an operator in the state `ψ`. -/
def variance (A : (ℝ → ℂ) → ℝ → ℂ) (ψ : ℝ → ℂ) : ℝ :=
  ∫ φ in (0 : ℝ)..(2 * π), ‖A ψ φ - (expectation A ψ : ℂ) * ψ φ‖ ^ 2

/-- The standard deviation `σ(A)`, the square root of the variance. -/
def stdDev (A : (ℝ → ℂ) → ℝ → ℂ) (ψ : ℝ → ℂ) : ℝ := Real.sqrt (variance A ψ)
```

A ring state is continuously differentiable on all of $\mathbb R$, satisfies $\psi(2\pi)=\psi(0)$, and has $\int|\psi|^2=1$. The derivative need not match at the two ends. Less regular states and operator domains in $L^2$ are not treated.

```lean
/-- A state of a particle on a ring: continuously differentiable, with `ψ(2π) = ψ(0)`,
and normalised on `[0, 2π]`. -/
structure IsRingState (ψ : ℝ → ℂ) : Prop where
  smooth : ContDiff ℝ 1 ψ
  periodic : ψ (2 * π) = ψ 0
  normalised : ∫ φ in (0 : ℝ)..(2 * π), ‖ψ φ‖ ^ 2 = 1
```

## The counter-example

For an integer $m$ let $\psi_m(\varphi)=e^{im\varphi}/\sqrt{2\pi}$.

```lean
/-- The wavefunction `ψ_m(φ) = exp(i m φ) / √(2π)` for an integer `m`. -/
def psi (m : ℤ) (φ : ℝ) : ℂ :=
  Complex.exp (I * (m : ℂ) * (φ : ℂ)) / ((Real.sqrt (2 * π) : ℝ) : ℂ)
```

The chain rule gives $\psi_m'=im\,\psi_m$, and $|e^{im\varphi}|=1$ gives $|\psi_m|^2=1/(2\pi)$.

```lean
/-- The derivative of `ψ_m` is `i m ψ_m`. -/
theorem psi_hasDerivAt (m : ℤ) (φ : ℝ) :
    HasDerivAt (psi m) (I * (m : ℂ) * psi m φ) φ := by
  have h1 : HasDerivAt (fun x : ℝ => (x : ℂ)) 1 φ := by
    have h := (hasDerivAt_id (φ : ℂ)).comp_ofReal
    exact h
  have h2 := ((h1.const_mul (I * (m : ℂ))).cexp).div_const ((Real.sqrt (2 * π) : ℝ) : ℂ)
  have h3 : HasDerivAt (psi m)
      (Complex.exp (I * (m : ℂ) * (φ : ℂ)) * (I * (m : ℂ) * 1)
        / ((Real.sqrt (2 * π) : ℝ) : ℂ)) φ := h2
  exact h3.congr_deriv (by unfold psi; ring)

/-- The probability density of `ψ_m` is uniform, `|ψ_m(φ)|² = 1/(2π)`. -/
theorem psi_norm_sq (m : ℤ) (φ : ℝ) : ‖psi m φ‖ ^ 2 = 1 / (2 * π) := by
  have h : I * (m : ℂ) * (φ : ℂ) = (((m : ℝ) * φ : ℝ) : ℂ) * I := by
    push_cast
    ring
  have hp : 0 ≤ 2 * π := by positivity
  unfold psi
  rw [norm_div, h, Complex.norm_exp_ofReal_mul_I, Complex.norm_real, Real.norm_eq_abs,
    div_pow, sq_abs, Real.sq_sqrt hp, one_pow]
```

So $\psi_m'$ is continuous and the density integrates to $1$. The boundary condition is $e^{2\pi im}=1$, where `Complex.exp_int_mul_two_pi_mul_I` uses that $m$ is an integer.

```lean
/-- For every integer `m`, `ψ_m` is a ring state. -/
theorem psi_isRingState (m : ℤ) : IsRingState (psi m) := by
  have hd : Differentiable ℝ (psi m) := fun x => (psi_hasDerivAt m x).differentiableAt
  refine ⟨contDiff_one_iff_deriv.mpr ⟨hd, ?_⟩, ?_, ?_⟩
  · have e : deriv (psi m) = fun x => I * (m : ℂ) * psi m x :=
      funext fun x => (psi_hasDerivAt m x).deriv
    rw [e]
    have h := (continuous_const : Continuous fun _ : ℝ => I * (m : ℂ)).mul hd.continuous
    exact h
  · -- here the integrality of `m` enters
    have h : I * (m : ℂ) * ((2 * π : ℝ) : ℂ) = (m : ℂ) * (2 * (π : ℂ) * I) := by
      push_cast
      ring
    unfold psi
    rw [h, Complex.exp_int_mul_two_pi_mul_I]
    simp
  · simp only [psi_norm_sq]
    rw [intervalIntegral.integral_const, smul_eq_mul, sub_zero]
    exact mul_one_div_cancel (by positivity)
```

Next $L\psi_m=-i\cdot im\,\psi_m=m\psi_m$ (`e0`), so $\langle\psi_m,L\psi_m\rangle=\int m/(2\pi)=m$ (`h1`), and the integrand of the variance vanishes identically.

```lean
/-- `L ψ_m = m ψ_m`, `⟨ψ_m, L ψ_m⟩ = m`, and the variance of `L` in `ψ_m` is zero. -/
theorem angMom_psi (m : ℤ) :
    (∀ φ : ℝ, angMom (psi m) φ = (m : ℂ) * psi m φ) ∧
      braket (psi m) (angMom (psi m)) = (m : ℂ) ∧ variance angMom (psi m) = 0 := by
  have hone : 2 * π * (1 / (2 * π)) = 1 := mul_one_div_cancel (by positivity)
  have e0 : ∀ φ : ℝ, angMom (psi m) φ = (m : ℂ) * psi m φ := by
    intro φ
    unfold angMom
    rw [(psi_hasDerivAt m φ).deriv]
    linear_combination (-(m : ℂ) * psi m φ) * Complex.I_mul_I
  have e : ∀ φ : ℝ, conj (psi m φ) * angMom (psi m) φ
      = (((m : ℝ) * (1 / (2 * π)) : ℝ) : ℂ) := by
    intro φ
    have h2 := Complex.mul_conj (psi m φ)
    rw [← Complex.sq_norm, psi_norm_sq] at h2
    rw [e0]
    push_cast at h2 ⊢
    linear_combination (m : ℂ) * h2
  have r : ∫ _φ in (0 : ℝ)..(2 * π), (m : ℝ) * (1 / (2 * π)) = (m : ℝ) := by
    rw [intervalIntegral.integral_const, smul_eq_mul]
    linear_combination (m : ℝ) * hone
  have h1 : braket (psi m) (angMom (psi m)) = (m : ℂ) := by
    simp only [braket, e]
    rw [intervalIntegral.integral_ofReal, r, Complex.ofReal_intCast]
  refine ⟨e0, h1, ?_⟩
  -- the integrand `L ψ - m ψ` vanishes identically
  simp [variance, expectation, h1, e0]
```

For the angle, $\int\varphi/(2\pi)\,d\varphi=\pi$. The shift $x=\varphi-\pi$ in `r2` gives
$$\operatorname{Var}\varphi=\frac1{2\pi}\int_{-\pi}^{\pi}x^2\,dx=\frac1{2\pi}\cdot\frac{2\pi^3}{3}=\frac{\pi^2}{3}.$$

```lean
/-- `⟨ψ_m, φ ψ_m⟩ = π`, and the variance of the angle in `ψ_m` is `π²/3`. -/
theorem angle_psi (m : ℤ) :
    braket (psi m) (angle (psi m)) = (π : ℂ) ∧ variance angle (psi m) = π ^ 2 / 3 := by
  have hone : 2 * π * (1 / (2 * π)) = 1 := mul_one_div_cancel (by positivity)
  have e : ∀ φ : ℝ, conj (psi m φ) * angle (psi m) φ = ((φ * (1 / (2 * π)) : ℝ) : ℂ) := by
    intro φ
    have h2 := Complex.mul_conj (psi m φ)
    rw [← Complex.sq_norm, psi_norm_sq] at h2
    unfold angle
    push_cast at h2 ⊢
    linear_combination (φ : ℂ) * h2
  have r : ∫ φ in (0 : ℝ)..(2 * π), φ * (1 / (2 * π)) = π := by
    rw [intervalIntegral.integral_mul_const, integral_id]
    linear_combination π * hone
  have h1 : braket (psi m) (angle (psi m)) = (π : ℂ) := by
    simp only [braket, e]
    rw [intervalIntegral.integral_ofReal, r]
  have hexp : expectation angle (psi m) = π := by
    unfold expectation
    rw [h1, Complex.ofReal_re]
  have e2 : ∀ φ : ℝ, ‖angle (psi m) φ - (π : ℂ) * psi m φ‖ ^ 2
      = (φ - π) ^ 2 * (1 / (2 * π)) := by
    intro φ
    have h : angle (psi m) φ - (π : ℂ) * psi m φ = ((φ - π : ℝ) : ℂ) * psi m φ := by
      unfold angle
      push_cast
      ring
    rw [h, norm_mul, mul_pow, psi_norm_sq, Complex.norm_real, Real.norm_eq_abs, sq_abs]
  -- second moment about the mean
  have r2 : ∫ φ in (0 : ℝ)..(2 * π), (φ - π) ^ 2 = 2 * π ^ 3 / 3 :=
    (intervalIntegral.integral_comp_sub_right (fun x : ℝ => x ^ 2) π).trans
      (by rw [integral_pow]; push_cast; ring)
  refine ⟨h1, ?_⟩
  unfold variance
  rw [hexp]
  simp only [e2]
  rw [intervalIntegral.integral_mul_const, r2]
  linear_combination (π ^ 2 / 3) * hone
```

For every integer $m$, including $m=0$, $\psi_m$ is therefore a ring state with $\operatorname{Var}L=0$, $\operatorname{Var}\varphi=\pi^2/3$ and $\sigma(\varphi)\sigma(L)<1/2$, the product being zero.

```lean
/-- For every integer `m`, `ψ_m` is a ring state in which `L` has variance zero, the angle has
variance `π²/3`, and `σ(φ) σ(L) < 1/2`. -/
theorem naive_uncertainty_counterexample (m : ℤ) :
    IsRingState (psi m) ∧ variance angMom (psi m) = 0 ∧ variance angle (psi m) = π ^ 2 / 3 ∧
      stdDev angle (psi m) * stdDev angMom (psi m) < 1 / 2 := by
  refine ⟨psi_isRingState m, (angMom_psi m).2.2, (angle_psi m).2, ?_⟩
  unfold stdDev
  rw [(angMom_psi m).2.2, Real.sqrt_zero, mul_zero]
  norm_num
```

## The bound that holds

The commutator argument moves $L$ across the scalar product onto $\varphi\psi$, which in general differs at the two ends, so a boundary term appears. To keep it, write $|\psi|^2=(\operatorname{Re}\psi)^2+(\operatorname{Im}\psi)^2$ and differentiate: $(|\psi|^2)'=2\operatorname{Re}(\bar\psi\psi')$.

```lean
/-- The derivative of the probability density `|ψ|²` is `2 Re (ψ* ψ')`. -/
theorem density_hasDerivAt {ψ : ℝ → ℂ} {ψ' : ℂ} {x : ℝ} (h : HasDerivAt ψ ψ' x) :
    HasDerivAt (fun y => ‖ψ y‖ ^ 2) (2 * (conj (ψ x) * ψ').re) x := by
  have hre : HasDerivAt (fun y => (ψ y).re) ψ'.re x := by
    have h1 := Complex.reCLM.hasFDerivAt.comp_hasDerivAt x h
    exact h1
  have him : HasDerivAt (fun y => (ψ y).im) ψ'.im x := by
    have h1 := Complex.imCLM.hasFDerivAt.comp_hasDerivAt x h
    exact h1
  have e : (fun y => ‖ψ y‖ ^ 2) = fun y => (ψ y).re * (ψ y).re + (ψ y).im * (ψ y).im := by
    funext y
    rw [Complex.sq_norm, Complex.normSq_apply]
  rw [e]
  refine ((hre.fun_mul hre).fun_add (him.fun_mul him)).congr_deriv ?_
  simp only [Complex.mul_re, Complex.conj_re, Complex.conj_im]
  ring
```

The integrand $\varphi|\psi|^2$ is real, and
$$\operatorname{Im}\langle\psi,L\psi\rangle=-\int\operatorname{Re}(\bar\psi\psi')=-\tfrac12\big(|\psi(2\pi)|^2-|\psi(0)|^2\big)=0,$$
where `ftc` is the fundamental theorem of calculus. Taking real parts in `expectation` thus loses nothing for ring states. The later proofs do not call on this lemma.

```lean
/-- For a continuously differentiable `ψ` with `ψ(2π) = ψ(0)`, both `⟨ψ, φ ψ⟩` and `⟨ψ, L ψ⟩`
have zero imaginary part. -/
theorem means_real {ψ : ℝ → ℂ} (hψ : ContDiff ℝ 1 ψ) (hper : ψ (2 * π) = ψ 0) :
    (braket ψ (angle ψ)).im = 0 ∧ (braket ψ (angMom ψ)).im = 0 := by
  obtain ⟨hd, hc'⟩ := contDiff_one_iff_deriv.mp hψ
  have hc := hd.continuous
  constructor
  · have e : ∀ φ : ℝ, conj (ψ φ) * angle ψ φ = ((φ * ‖ψ φ‖ ^ 2 : ℝ) : ℂ) := by
      intro φ
      have h2 := Complex.mul_conj (ψ φ)
      unfold angle
      rw [Complex.sq_norm]
      push_cast
      linear_combination (φ : ℂ) * h2
    simp only [braket, e]
    rw [intervalIntegral.integral_ofReal, Complex.ofReal_im]
  · have hk : Continuous fun x => conj (ψ x) * angMom ψ x := by
      have h := (Complex.continuous_conj.comp hc).mul
        ((continuous_const : Continuous fun _ : ℝ => -I).mul hc')
      exact h
    have hint : IntervalIntegrable (fun x => conj (ψ x) * angMom ψ x)
        MeasureTheory.volume 0 (2 * π) := hk.intervalIntegrable _ _
    have him : (braket ψ (angMom ψ)).im
        = ∫ φ in (0 : ℝ)..(2 * π), (conj (ψ φ) * angMom ψ φ).im := by
      have h := Complex.imCLM.intervalIntegral_comp_comm hint
      exact h.symm
    have hj : Continuous fun x => 2 * (conj (ψ x) * deriv ψ x).re := by
      have h := (continuous_const : Continuous fun _ : ℝ => (2 : ℝ)).mul
        (Complex.continuous_re.comp ((Complex.continuous_conj.comp hc).mul hc'))
      exact h
    have i1 : IntervalIntegrable (fun x => 2 * (conj (ψ x) * deriv ψ x).re)
        MeasureTheory.volume 0 (2 * π) := hj.intervalIntegrable _ _
    -- the imaginary part is a total derivative of the density
    have ftc : ∫ x in (0 : ℝ)..(2 * π), 2 * (conj (ψ x) * deriv ψ x).re
        = ‖ψ (2 * π)‖ ^ 2 - ‖ψ 0‖ ^ 2 := by
      have h := intervalIntegral.integral_eq_sub_of_hasDerivAt
        (fun x _ => density_hasDerivAt (hd x).hasDerivAt) i1
      exact h
    have e2 : ∀ φ : ℝ, (conj (ψ φ) * angMom ψ φ).im
        = -(1 / 2 : ℝ) * (2 * (conj (ψ φ) * deriv ψ φ).re) := by
      intro φ
      simp only [angMom, Complex.mul_im, Complex.mul_re, Complex.neg_re, Complex.neg_im,
        Complex.I_re, Complex.I_im, Complex.conj_re, Complex.conj_im]
      ring
    rw [him]
    simp only [e2]
    rw [intervalIntegral.integral_const_mul, ftc, hper]
    ring
```

For continuous $u,v$ put $A=\int|u|^2$, $B=\int|v|^2$, $C=\int\operatorname{Im}(\bar uv)$. For every real $t$,
$$0\le\int|tu+iv|^2=At^2-2Ct+B,$$
which is `hq`; `nlinarith` receives the squared real and imaginary parts of $tu+iv$. The discriminant $4C^2-4AB$ is then not positive (`discrim_le_zero`), so $|C|\le\sqrt A\sqrt B$.

```lean
/-- Cauchy-Schwarz bound on `[0, 2π]` for continuous `u`, `v`:
`|∫ Im (u* v)| ≤ √(∫ |u|²) √(∫ |v|²)`. -/
theorem im_cauchy_schwarz {u v : ℝ → ℂ} (hu : Continuous u) (hv : Continuous v) :
    |∫ φ in (0 : ℝ)..(2 * π), (conj (u φ) * v φ).im|
      ≤ Real.sqrt (∫ φ in (0 : ℝ)..(2 * π), ‖u φ‖ ^ 2)
        * Real.sqrt (∫ φ in (0 : ℝ)..(2 * π), ‖v φ‖ ^ 2) := by
  have hab : (0 : ℝ) ≤ 2 * π := by positivity
  obtain ⟨A, hA⟩ : ∃ A, (∫ φ in (0 : ℝ)..(2 * π), ‖u φ‖ ^ 2) = A := ⟨_, rfl⟩
  obtain ⟨B, hB⟩ : ∃ B, (∫ φ in (0 : ℝ)..(2 * π), ‖v φ‖ ^ 2) = B := ⟨_, rfl⟩
  obtain ⟨C, hC⟩ : ∃ C, (∫ φ in (0 : ℝ)..(2 * π), (conj (u φ) * v φ).im) = C := ⟨_, rfl⟩
  have hA0 : 0 ≤ A := by
    rw [← hA]
    exact intervalIntegral.integral_nonneg hab (fun x _ => sq_nonneg _)
  have hu2 : Continuous fun x => ‖u x‖ ^ 2 := by fun_prop
  have hv2 : Continuous fun x => ‖v x‖ ^ 2 := by fun_prop
  have hw : Continuous fun x => (conj (u x) * v x).im := by
    have h := Complex.continuous_im.comp ((Complex.continuous_conj.comp hu).mul hv)
    exact h
  -- `∫ |t u + i v|² ≥ 0` for every real `t`
  have hq : ∀ t : ℝ, 0 ≤ t * t * A + -2 * t * C + B := by
    intro t
    have i1 : IntervalIntegrable (fun x => t * t * ‖u x‖ ^ 2) MeasureTheory.volume 0 (2 * π) :=
      (hu2.intervalIntegrable _ _).const_mul _
    have i2 : IntervalIntegrable (fun x => -2 * t * (conj (u x) * v x).im)
        MeasureTheory.volume 0 (2 * π) := (hw.intervalIntegrable _ _).const_mul _
    have i3 : IntervalIntegrable (fun x => ‖v x‖ ^ 2) MeasureTheory.volume 0 (2 * π) :=
      hv2.intervalIntegrable _ _
    have i12 : IntervalIntegrable
        (fun x => t * t * ‖u x‖ ^ 2 + -2 * t * (conj (u x) * v x).im)
        MeasureTheory.volume 0 (2 * π) := i1.add i2
    have h0 : 0 ≤ ∫ x in (0 : ℝ)..(2 * π),
        (t * t * ‖u x‖ ^ 2 + -2 * t * (conj (u x) * v x).im + ‖v x‖ ^ 2) := by
      refine intervalIntegral.integral_nonneg hab (fun x _ => ?_)
      simp only [Complex.sq_norm, Complex.normSq_apply, Complex.mul_im, Complex.conj_re,
        Complex.conj_im]
      nlinarith [sq_nonneg (t * (u x).re - (v x).im), sq_nonneg (t * (u x).im + (v x).re)]
    rw [intervalIntegral.integral_add i12 i3, intervalIntegral.integral_add i1 i2,
      intervalIntegral.integral_const_mul, intervalIntegral.integral_const_mul,
      hA, hB, hC] at h0
    exact h0
  -- hence the discriminant is not positive
  have hdis : discrim A (-2 * C) B ≤ 0 := discrim_le_zero fun t => by linarith [hq t]
  unfold discrim at hdis
  have hsq : C ^ 2 ≤ A * B := by nlinarith [hdis]
  rw [hA, hB, hC, ← Real.sqrt_mul hA0]
  exact Real.abs_le_sqrt hsq
```

Take $u=(\varphi-a)\psi$ and $v=(L-b)\psi$ with real $a,b$. The term $b(\varphi-a)|\psi|^2$ is real, so $\operatorname{Im}(\bar uv)=-(\varphi-a)\operatorname{Re}(\bar\psi\psi')=-\tfrac12(\varphi-a)(|\psi|^2)'$, which is `e`. Integrating the product rule `hF` for $(\varphi-a)|\psi|^2$ gives
$$C=\tfrac12\Big(\int|\psi|^2-(2\pi-a)|\psi(2\pi)|^2-a|\psi(0)|^2\Big),$$
with neither normalisation nor boundary condition assumed.

```lean
/-- Integration by parts: for continuously differentiable `ψ` and real `a`, `b`, the integral of
`Im [((φ - a) ψ)* (L - b) ψ]` is `(∫ |ψ|² - (2π - a) |ψ(2π)|² - a |ψ(0)|²) / 2`. -/
theorem boundary_identity {ψ : ℝ → ℂ} (hψ : ContDiff ℝ 1 ψ) (a b : ℝ) :
    ∫ φ in (0 : ℝ)..(2 * π),
        (conj (angle ψ φ - (a : ℂ) * ψ φ) * (angMom ψ φ - (b : ℂ) * ψ φ)).im
      = ((∫ φ in (0 : ℝ)..(2 * π), ‖ψ φ‖ ^ 2) - (2 * π - a) * ‖ψ (2 * π)‖ ^ 2
          - a * ‖ψ 0‖ ^ 2) / 2 := by
  obtain ⟨hd, hc'⟩ := contDiff_one_iff_deriv.mp hψ
  have hc := hd.continuous
  have hn : Continuous fun x => ‖ψ x‖ ^ 2 := by fun_prop
  have hx : Continuous fun x : ℝ => x - a := by fun_prop
  have hG : Continuous fun x => (x - a) * (2 * (conj (ψ x) * deriv ψ x).re) := by
    have h := hx.mul ((continuous_const : Continuous fun _ : ℝ => (2 : ℝ)).mul
      (Complex.continuous_re.comp ((Complex.continuous_conj.comp hc).mul hc')))
    exact h
  have i1 : IntervalIntegrable (fun x => ‖ψ x‖ ^ 2) MeasureTheory.volume 0 (2 * π) :=
    hn.intervalIntegrable _ _
  have i2 : IntervalIntegrable (fun x => (x - a) * (2 * (conj (ψ x) * deriv ψ x).re))
      MeasureTheory.volume 0 (2 * π) := hG.intervalIntegrable _ _
  have i12 : IntervalIntegrable
      (fun x => ‖ψ x‖ ^ 2 + (x - a) * (2 * (conj (ψ x) * deriv ψ x).re))
      MeasureTheory.volume 0 (2 * π) := i1.add i2
  -- product rule for `(φ - a) |ψ|²`
  have hF : ∀ x : ℝ, HasDerivAt (fun y => (y - a) * ‖ψ y‖ ^ 2)
      (‖ψ x‖ ^ 2 + (x - a) * (2 * (conj (ψ x) * deriv ψ x).re)) x := by
    intro x
    have h1 : HasDerivAt (fun y : ℝ => y - a) 1 x := (hasDerivAt_id' x).sub_const a
    have h2 := density_hasDerivAt (hd x).hasDerivAt
    exact (h1.fun_mul h2).congr_deriv (by simp only [one_mul])
  have ftc : ∫ x in (0 : ℝ)..(2 * π),
      (‖ψ x‖ ^ 2 + (x - a) * (2 * (conj (ψ x) * deriv ψ x).re))
      = (2 * π - a) * ‖ψ (2 * π)‖ ^ 2 - (0 - a) * ‖ψ 0‖ ^ 2 := by
    have h := intervalIntegral.integral_eq_sub_of_hasDerivAt (fun x _ => hF x) i12
    exact h
  rw [intervalIntegral.integral_add i1 i2] at ftc
  -- the shift `b` drops out of the imaginary part
  have e : ∀ φ : ℝ, (conj (angle ψ φ - (a : ℂ) * ψ φ) * (angMom ψ φ - (b : ℂ) * ψ φ)).im
      = -(1 / 2 : ℝ) * ((φ - a) * (2 * (conj (ψ φ) * deriv ψ φ).re)) := by
    intro φ
    simp only [angle, angMom, Complex.sub_re, Complex.sub_im, Complex.mul_im, Complex.mul_re,
      Complex.neg_re, Complex.neg_im, Complex.I_re, Complex.I_im, Complex.conj_re,
      Complex.conj_im, Complex.ofReal_re, Complex.ofReal_im]
    ring
  simp only [e]
  rw [intervalIntegral.integral_const_mul]
  linear_combination (-(1 / 2 : ℝ)) * ftc
```

Set $a=\langle\varphi\rangle$ and $b=\langle L\rangle$, so that $A=\operatorname{Var}\varphi$ and $B=\operatorname{Var}L$. In a ring state $a$ cancels (`bd2`), and
$$\sigma(\varphi)\,\sigma(L)\ \ge\ \tfrac12\,\big|1-2\pi|\psi(2\pi)|^2\big| .$$
The right side depends on the density at the cut and equals $1/2$ when $\psi$ vanishes there. Only the imaginary part of $\langle u,v\rangle$ is used, so there is no covariance term of Schrödinger's type.

```lean
/-- Every ring state obeys `σ(φ) σ(L) ≥ |1 - 2π |ψ(2π)|²| / 2`. -/
theorem corrected_uncertainty {ψ : ℝ → ℂ} (h : IsRingState ψ) :
    |1 - 2 * π * ‖ψ (2 * π)‖ ^ 2| / 2 ≤ stdDev angle ψ * stdDev angMom ψ := by
  obtain ⟨hd, hc'⟩ := contDiff_one_iff_deriv.mp h.smooth
  have hc := hd.continuous
  have hu : Continuous fun x => angle ψ x - (expectation angle ψ : ℂ) * ψ x := by
    have h1 := (Complex.continuous_ofReal.mul hc).sub
      ((continuous_const : Continuous fun _ : ℝ => (expectation angle ψ : ℂ)).mul hc)
    exact h1
  have hv : Continuous fun x => angMom ψ x - (expectation angMom ψ : ℂ) * ψ x := by
    have h1 := ((continuous_const : Continuous fun _ : ℝ => -I).mul hc').sub
      ((continuous_const : Continuous fun _ : ℝ => (expectation angMom ψ : ℂ)).mul hc)
    exact h1
  -- with the boundary condition the mean angle cancels in the boundary term
  have bd := boundary_identity h.smooth (expectation angle ψ) (expectation angMom ψ)
  rw [h.normalised, ← h.periodic] at bd
  have bd2 := bd.trans (show _ = (1 - 2 * π * ‖ψ (2 * π)‖ ^ 2) / 2 by ring)
  have key : |1 - 2 * π * ‖ψ (2 * π)‖ ^ 2| / 2 = |(1 - 2 * π * ‖ψ (2 * π)‖ ^ 2) / 2| := by
    rw [abs_div, abs_two]
  have cs := im_cauchy_schwarz hu hv
  rw [key, ← bd2]
  unfold stdDev variance
  exact cs
```

For $\psi_m$ one has $2\pi|\psi_m(2\pi)|^2=1$, and the bound is an equality with both sides zero.

```lean
/-- In the state `ψ_m` the product `σ(φ) σ(L)` equals `|1 - 2π |ψ_m(2π)|²| / 2`. -/
theorem corrected_uncertainty_psi (m : ℤ) :
    stdDev angle (psi m) * stdDev angMom (psi m)
      = |1 - 2 * π * ‖psi m (2 * π)‖ ^ 2| / 2 := by
  have h : 2 * π ≠ 0 := by positivity
  unfold stdDev
  rw [(angMom_psi m).2.2, Real.sqrt_zero, mul_zero, psi_norm_sq, mul_one_div_cancel h,
    sub_self, abs_zero, zero_div]

end

end AngleAngularMomentum
```

```lean
#print axioms AngleAngularMomentum.naive_uncertainty_counterexample
#print axioms AngleAngularMomentum.means_real
#print axioms AngleAngularMomentum.corrected_uncertainty
#print axioms AngleAngularMomentum.corrected_uncertainty_psi
```

```
'AngleAngularMomentum.naive_uncertainty_counterexample' depends on axioms: [propext, Classical.choice, Quot.sound]
'AngleAngularMomentum.means_real' depends on axioms: [propext, Classical.choice, Quot.sound]
'AngleAngularMomentum.corrected_uncertainty' depends on axioms: [propext, Classical.choice, Quot.sound]
'AngleAngularMomentum.corrected_uncertainty_psi' depends on axioms: [propext, Classical.choice, Quot.sound]
```

## Examples and a matrix form

The evaluations that follow were done on paper and not in Lean.

The function $\psi=\sin(\varphi/2)/\sqrt\pi$ is normalised and vanishes at both ends, so the bound is $1/2$. Here $\langle L\rangle=0$ and $\operatorname{Var}L=\frac1{4\pi}\int\cos^2(\varphi/2)=\tfrac14$. With $\langle\varphi\rangle=\pi$,
$$\operatorname{Var}\varphi=\frac1{2\pi}\int_{-\pi}^{\pi}x^2(1+\cos x)\,dx=\frac{\pi^2}{3}-2\approx1.290,$$
and the product is $0.568\ge 0.5$.

Without `periodic` the bound can fail. Take $\psi=c\varphi$ with $c>0$, $c^2=3/(8\pi^3)$, which is smooth and normalised. Then $2\pi|\psi(2\pi)|^2=3$, so the right side is $1$. Now $\langle\psi,L\psi\rangle=-3i/(4\pi)$ is not real, $\langle L\rangle=0$, $\operatorname{Var}L=2\pi c^2=3/(4\pi^2)$ and $\operatorname{Var}\varphi=3\pi^2/20$. The product of the deviations is $3/\sqrt{80}\approx0.34<1$.

In a program that uses finitely many $\psi_m$ as a basis, $L$ is the diagonal matrix $\Lambda$ with entries $m$. The angle is the matrix $\Phi_{mn}=\langle\psi_m,\varphi\psi_n\rangle$, equal to $\pi$ for $m=n$ and $i/(m-n)$ otherwise. The commutator has entries $[\Phi,\Lambda]_{mn}=(n-m)\Phi_{mn}=i(\delta_{mn}-1)$ in place of $i\delta_{mn}$. For $\psi=\sum_m c_m\psi_m$ with a unit coefficient vector $(c_m)$, its mean is $i\big(1-|\sum_m c_m|^2\big)=i\big(1-2\pi|\psi(2\pi)|^2\big)$, the factor in the bound.
